# Mulliken populations outside $[0,1]$ and a Pipek-Mezey measure above one

## Question

After localising orbitals I print, for each orbital, its Mulliken populations $Q_A$ on the atoms $A$ and the Pipek-Mezey measure $P = \sum_A Q_A^2$. I then read $Q_A$ as the fraction of the orbital on atom $A$ and $1/P$ as the number of atoms it spreads over. That reading needs $0 \le Q_A \le 1$, which would give $P \le 1$. I am told it fails in a non-orthogonal basis: for the overlap matrix with rows $(1, 1/2)$ and $(1/2, 1)$ and the coefficient vector $c = (3,-1)/\sqrt7$, the populations are said to be $15/14$ and $-1/14$. Is this right, is it special to these numbers, and how large can $P$ become? Please state and prove the answer in Lean 4 with Mathlib.

## Answer

The numbers are right, and $P = 113/98 > 1$. The same happens for some normalised orbital whenever a normalised basis function overlaps a function on another atom. For two centres with one normalised function each and overlap $s$, $|s|<1$, the largest value of $P$ over normalised real orbitals is $(2-s^2)/(2(1-s^2))$, which has no upper bound over $0<s<1$.

### The model and its Lean form

The basis functions are indexed by a finite type `n` and the atoms by a finite type `α`. The map `atom : n → α` assigns each function $\mu$ to its atom. The overlap matrix $S$ is a real matrix `S : Matrix n n ℝ`, and an orbital is its real coefficient vector `c : n → ℝ`. Its squared norm is $N = c^{\mathsf T} S c$, written `c ⬝ᵥ S *ᵥ c`, and normalised means $N = 1$. The definitions `mulliken` and `pmMeasure` are

$$Q_A = \sum_{\mu:\ \mathrm{atom}(\mu) = A} c_\mu (Sc)_\mu, \qquad P = \sum_A Q_A^2 .$$

Populations are per orbital with occupation one, so no factor of two for spin appears. An atom that carries no basis function has $Q_A = 0$. Positive definiteness, `S.PosDef`, means that $S$ is symmetric and $c^{\mathsf T} S c > 0$ for $c \ne 0$, which is the condition that the basis functions are linearly independent. It is a hypothesis only of `exists_orbital_outside`, whose proof uses it to obtain $N>0$; there it is sufficient but not necessary (for the singular $2\times2$ matrix with all entries one, the construction below gives $N = 1/4 > 0$ and the conclusion still holds). The two-centre matrix `dimer s` has rows $(1, s)$ and $(s, 1)$. Its indices are $0$ and $1$, and `atom` is `id`, so function $0$ sits on atom $0$ and function $1$ on atom $1$. The vector `testOrbital` is $(3,-1)/\sqrt7$, which is normalised for the overlap $s = 1/2$.

The theorems read as follows. `two_atoms_one_lt_iff` takes any real matrix $S$, any assignment of functions to two atoms and any $c$ with $N=1$, and states that $P > 1$ holds exactly when $Q_0 < 0$ or $Q_1 < 0$. `exists_orbital_outside` assumes a positive definite $S$, two functions $\mu,\nu$ on different atoms, $S_{\mu\mu} = 1$ and $S_{\mu\nu} \neq 0$; nothing is assumed about $S_{\nu\nu}$ beyond positive definiteness. It yields a normalised $c$ with negative population on the atom of $\mu$, population above one on the atom of $\nu$, and $P>1$. `mulliken_counterexample` is the numerical claim, together with positive definiteness of `dimer (1 / 2)`. In `dimer_pm_isGreatest`, `IsGreatest` says that the stated number lies in the set of values of $P$ over normalised $c$ and bounds that set from above, so it is an attained maximum. `pm_unbounded` states that for each real $M$ there are an $s$ with $0<s<1$ and a normalised $c$ with $P > M$.

### Derivation by hand

Every function belongs to exactly one atom, so summing $Q_A$ over atoms sums $c_\mu (Sc)_\mu$ over all $\mu$, and $\sum_A Q_A = N$. Replacing $c$ by $kc$ with real $k$ multiplies both factors in each term by $k$, so $Q_A$ becomes $k^2 Q_A$.

For two atoms and $N=1$ we have $Q_0 + Q_1 = 1$. Squaring gives $P = 1 - 2Q_0Q_1$, so $P>1$ is equivalent to $Q_0Q_1<0$. If both populations are non-negative, the product is non-negative. If one is negative, the other exceeds one and the product is negative. This is the equivalence.

For the general existence statement let $e_\mu$ and $e_\nu$ be unit coefficient vectors and take the unnormalised $c = -\tfrac12 S_{\mu\nu}\, e_\mu + e_\nu$. Then

$$(Sc)_\mu = S_{\mu\mu} c_\mu + S_{\mu\nu} c_\nu = -\tfrac12 S_{\mu\nu} + S_{\mu\nu} = \tfrac12 S_{\mu\nu}.$$

Only $c_\mu$ and $c_\nu$ can be non-zero and the two functions lie on different atoms, so the population on the atom of $\mu$ is the single term $c_\mu (Sc)_\mu = -S_{\mu\nu}^2/4 < 0$, and the population on the atom of $\nu$ is $c_\nu(Sc)_\nu = N + S_{\mu\nu}^2/4$. Since $c_\nu = 1$, the vector is non-zero and $N>0$. Scaling by $k = 1/\sqrt N$ normalises it and gives the populations $-S_{\mu\nu}^2/(4N)$ and $1 + S_{\mu\nu}^2/(4N)$. The measure is at least the square of the second number, so $P>1$.

For two centres $Sc = (c_0 + s c_1,\ s c_0 + c_1)$, hence

$$Q_0 = c_0^2 + s c_0 c_1, \qquad Q_1 = c_1^2 + s c_0 c_1, \qquad N = c_0^2 + c_1^2 + 2 s c_0 c_1 .$$

With $D = Q_0 - Q_1 = c_0^2 - c_1^2$ and $Q_0 + Q_1 = N$ this gives $P = (N^2 + D^2)/2$. Completing the square, $N = (c_0 + s c_1)^2 + (1-s^2) c_1^2$, shows that the matrix is positive definite for $|s|<1$.

For $s = 1/2$ and $c = (3,-1)/\sqrt7$ we get $N = (9 + 1 - 3)/7 = 1$, $Q_0 = (9 - \tfrac32)/7 = 15/14$, $Q_1 = (1 - \tfrac32)/7 = -1/14$, and $P = (225 + 1)/196 = 113/98$.

To bound $P$, put $a = c_0^2 + c_1^2$ and $b = 2c_0c_1$, so that $N = a + sb$ and $D^2 = a^2 - b^2$. Expanding,

$$N^2 - (1-s^2)D^2 = (a+sb)^2 - (1-s^2)(a^2-b^2) = b^2 + 2sab + s^2a^2 = (b + sa)^2 \ge 0 .$$

For $N=1$ and $|s|<1$ this gives $D^2 \le 1/(1-s^2)$, and therefore

$$P \le \frac12\left(1 + \frac1{1-s^2}\right) = \frac{2-s^2}{2(1-s^2)} .$$

To attain the bound let $p = 1/\sqrt{1+s}$ and $q = 1/\sqrt{1-s}$, and set $c_0 = (p+q)/2$, $c_1 = (p-q)/2$, so that $c_0 + c_1 = p$ and $c_0 - c_1 = q$. Then $a = (p^2+q^2)/2$ and $b = (p^2-q^2)/2$, so $N = \tfrac12(1+s)p^2 + \tfrac12(1-s)q^2 = 1$, while $D^2 = p^2q^2 = 1/(1-s^2)$. This orbital mixes the normalised symmetric and antisymmetric combinations with equal weight. At $s=0$ it is $(1,0)$ and the maximum is $1$.

Finally, given $M$, let $\varepsilon = 1/(4(|M|+1))$ and $s = 1-\varepsilon$, so that $0<s<1$. The denominator is $2(1-s^2) = 2\varepsilon(2-\varepsilon) < 4\varepsilon = 1/(|M|+1)$ and the numerator $2-s^2$ exceeds one. The maximum is thus larger than $|M|+1 > M$.

The three constructions can be compared at $s=1/2$. The general recipe with $\mu = 0$, $\nu = 1$ gives $c = (-\tfrac14, 1)$, $Sc = (\tfrac14, \tfrac78)$, unnormalised populations $-\tfrac1{16}$ and $\tfrac78$, and $N = \tfrac{13}{16}$. The normalised orbital is $(-1,4)/\sqrt{13}$ with populations $-1/13$ and $14/13$, so $P = 197/169 \approx 1.166$. The maximiser has $p = \sqrt{2/3}$, $q = \sqrt2$, $c \approx (1.115, -0.299)$, populations $\tfrac12 \pm \tfrac1{\sqrt3}$, and $P = 7/6 \approx 1.167$. The orbital of the question has $P = 113/98 \approx 1.153$.

### The Lean file

```lean
import Mathlib

open Matrix

namespace MullikenPipekMezey

noncomputable section

variable {n α : Type*} [Fintype n] [Fintype α] [DecidableEq α]

/-- Mulliken population on atom `A` of the orbital with coefficients `c`: the sum of
`c_μ (S c)_μ` over the basis functions `μ` assigned to `A`. -/
def mulliken (S : Matrix n n ℝ) (atom : n → α) (c : n → ℝ) (A : α) : ℝ :=
  ∑ μ ∈ Finset.univ.filter (fun μ => atom μ = A), c μ * (S *ᵥ c) μ

/-- Pipek-Mezey measure of one orbital: the sum of its squared Mulliken populations. -/
def pmMeasure (S : Matrix n n ℝ) (atom : n → α) (c : n → ℝ) : ℝ :=
  ∑ A, mulliken S atom c A ^ 2

/-- Overlap matrix of two normalised basis functions with mutual overlap `s`. -/
def dimer (s : ℝ) : Matrix (Fin 2) (Fin 2) ℝ := !![1, s; s, 1]

/-- The orbital with coefficients `(3, -1) / √7`. -/
def testOrbital : Fin 2 → ℝ := ![3 / √7, -1 / √7]

/-- The Mulliken populations add up to the squared norm `c · S c` of the orbital. -/
theorem sum_mulliken (S : Matrix n n ℝ) (atom : n → α) (c : n → ℝ) :
    ∑ A, mulliken S atom c A = c ⬝ᵥ S *ᵥ c := by
  unfold mulliken
  rw [Finset.sum_fiberwise]
  rfl

omit [Fintype α] in
/-- Scaling the orbital by `k` scales each Mulliken population by `k²`. -/
theorem mulliken_smul (S : Matrix n n ℝ) (atom : n → α) (k : ℝ) (c : n → ℝ) (A : α) :
    mulliken S atom (k • c) A = k ^ 2 * mulliken S atom c A := by
  simp only [mulliken, mulVec_smul, Pi.smul_apply, smul_eq_mul, Finset.mul_sum]
  exact Finset.sum_congr rfl fun μ _ => by ring

/-- With two atoms and a normalised orbital, the Pipek-Mezey measure exceeds one exactly when
one of the two populations is negative. -/
theorem two_atoms_one_lt_iff (S : Matrix n n ℝ) (atom : n → Fin 2) (c : n → ℝ)
    (hc : c ⬝ᵥ S *ᵥ c = 1) :
    1 < pmMeasure S atom c ↔ mulliken S atom c 0 < 0 ∨ mulliken S atom c 1 < 0 := by
  have hs := sum_mulliken S atom c
  rw [hc, Fin.sum_univ_two] at hs
  rw [pmMeasure, Fin.sum_univ_two]
  generalize mulliken S atom c 0 = p at *
  generalize mulliken S atom c 1 = q at *
  have key : p ^ 2 + q ^ 2 = 1 - 2 * (p * q) := by linear_combination (p + q + 1) * hs
  constructor
  · intro h
    by_contra hn
    rw [not_or, not_lt, not_lt] at hn
    linarith [mul_nonneg hn.1 hn.2]
  · rintro (h | h)
    · linarith [mul_neg_of_neg_of_pos h (show 0 < q by linarith)]
    · linarith [mul_neg_of_pos_of_neg (show 0 < p by linarith) h]

/-- For a positive definite overlap matrix: if a normalised basis function `μ` overlaps a
function `ν` on another atom, some normalised
orbital has negative population on the atom of `μ`, population above one on the atom of `ν`,
and Pipek-Mezey measure above one. -/
theorem exists_orbital_outside (S : Matrix n n ℝ) (hS : S.PosDef) (atom : n → α) (μ ν : n)
    (hμ : S μ μ = 1) (hat : atom μ ≠ atom ν) (hov : S μ ν ≠ 0) :
    ∃ c : n → ℝ, c ⬝ᵥ S *ᵥ c = 1 ∧ mulliken S atom c (atom μ) < 0 ∧
      1 < mulliken S atom c (atom ν) ∧ 1 < pmMeasure S atom c := by
  classical
  have hne : μ ≠ ν := fun h => hat (by rw [h])
  -- unnormalised orbital: ν plus μ with coefficient minus half the overlap
  obtain ⟨c, hc⟩ : ∃ c : n → ℝ, c = Pi.single μ (-S μ ν / 2) + Pi.single ν 1 := ⟨_, rfl⟩
  have cμ : c μ = -S μ ν / 2 := by simp [hc, hne]
  have cν : c ν = 1 := by simp [hc, hne.symm]
  have c0 : ∀ κ, κ ≠ μ → κ ≠ ν → c κ = 0 := fun κ h1 h2 => by simp [hc, h1, h2]
  have hdot : ∀ v : n → ℝ, c ⬝ᵥ v = c μ * v μ + c ν * v ν := fun v => by
    rw [cμ, cν, hc, add_dotProduct, single_dotProduct, single_dotProduct]
  have hSc : (S *ᵥ c) μ = S μ ν / 2 := by
    have : (S *ᵥ c) μ = c ⬝ᵥ fun κ => S μ κ := dotProduct_comm _ _
    rw [this, hdot, cμ, cν, hμ]
    ring
  have QA : mulliken S atom c (atom μ) = c μ * (S *ᵥ c) μ := by
    refine Finset.sum_eq_single_of_mem μ (by simp) fun κ hκ h1 => ?_
    have h2 : κ ≠ ν := fun h => hat (by rw [← (Finset.mem_filter.mp hκ).2, h])
    rw [c0 κ h1 h2, zero_mul]
  have QB : mulliken S atom c (atom ν) = c ν * (S *ᵥ c) ν := by
    refine Finset.sum_eq_single_of_mem ν (by simp) fun κ hκ h1 => ?_
    have h2 : κ ≠ μ := fun h => hat (by rw [← (Finset.mem_filter.mp hκ).2, h])
    rw [c0 κ h2 h1, zero_mul]
  have hneg : c μ * (S *ᵥ c) μ < 0 := by
    rw [cμ, hSc]
    nlinarith [sq_pos_of_ne_zero hov]
  have hc0 : c ≠ 0 := fun h => by simp [h] at cν
  have hN : 0 < c ⬝ᵥ S *ᵥ c := by simpa using hS.dotProduct_mulVec_pos hc0
  -- normalise
  obtain ⟨k, hk, hk2⟩ : ∃ k : ℝ, 0 < k ∧ k ^ 2 * (c ⬝ᵥ S *ᵥ c) = 1 :=
    ⟨(√(c ⬝ᵥ S *ᵥ c))⁻¹, inv_pos.mpr (Real.sqrt_pos.mpr hN),
      by rw [inv_pow, Real.sq_sqrt hN.le, inv_mul_cancel₀ hN.ne']⟩
  have hA : k ^ 2 * (c μ * (S *ᵥ c) μ) < 0 := mul_neg_of_pos_of_neg (by positivity) hneg
  have hB : 1 < mulliken S atom (k • c) (atom ν) := by
    rw [mulliken_smul, QB]
    rw [hdot, mul_add] at hk2
    linarith
  refine ⟨k • c, ?_, by rw [mulliken_smul, QA]; exact hA, hB, ?_⟩
  · rw [mulVec_smul, smul_dotProduct, dotProduct_smul, smul_eq_mul, smul_eq_mul]
    linear_combination hk2
  · have : mulliken S atom (k • c) (atom ν) ^ 2 ≤ pmMeasure S atom (k • c) :=
      Finset.single_le_sum (f := fun A => mulliken S atom (k • c) A ^ 2)
        (fun _ _ => sq_nonneg _) (Finset.mem_univ _)
    nlinarith

/-- Squared norm, Mulliken populations and Pipek-Mezey measure of an orbital on two centres
with one basis function each. -/
theorem dimer_formulas (s : ℝ) (c : Fin 2 → ℝ) :
    c ⬝ᵥ dimer s *ᵥ c = c 0 ^ 2 + c 1 ^ 2 + 2 * s * c 0 * c 1 ∧
    mulliken (dimer s) id c 0 = c 0 ^ 2 + s * c 0 * c 1 ∧
    mulliken (dimer s) id c 1 = c 1 ^ 2 + s * c 0 * c 1 ∧
    pmMeasure (dimer s) id c = ((c ⬝ᵥ dimer s *ᵥ c) ^ 2 + (c 0 ^ 2 - c 1 ^ 2) ^ 2) / 2 := by
  have h0 : (dimer s *ᵥ c) 0 = c 0 + s * c 1 := by
    simp [dimer, mulVec, dotProduct, Fin.sum_univ_two]
  have h1 : (dimer s *ᵥ c) 1 = s * c 0 + c 1 := by
    simp [dimer, mulVec, dotProduct, Fin.sum_univ_two]
  have hQ : ∀ A, mulliken (dimer s) id c A = c A * (dimer s *ᵥ c) A := fun A =>
    Finset.sum_eq_single_of_mem A (by simp) fun κ hκ h =>
      absurd (Finset.mem_filter.mp hκ).2 h
  rw [pmMeasure, dotProduct, Fin.sum_univ_two, Fin.sum_univ_two, hQ, hQ, h0, h1]
  refine ⟨?_, ?_, ?_, ?_⟩ <;> ring

/-- The two-centre overlap matrix is positive definite for `|s| < 1`. -/
theorem dimer_posDef (s : ℝ) (hs : |s| < 1) : (dimer s).PosDef := by
  have h1 : 0 < 1 - s ^ 2 := by nlinarith [abs_lt.mp hs]
  rw [posDef_iff_dotProduct_mulVec]
  refine ⟨?_, ?_⟩
  · ext i j
    fin_cases i <;> fin_cases j <;> simp [dimer]
  · intro x hx
    rw [star_trivial, (dimer_formulas s x).1]
    by_cases h : x 1 = 0
    · have h0 : x 0 ≠ 0 := fun h0 => hx (by ext i; fin_cases i <;> simp [h, h0])
      rw [h]
      nlinarith [sq_pos_of_ne_zero h0]
    · nlinarith [mul_pos h1 (sq_pos_of_ne_zero h), sq_nonneg (x 0 + s * x 1)]

/-- For the positive definite overlap matrix with `s = 1/2`, the orbital `(3, -1)/√7` is
normalised, has populations `15/14` and `-1/14`, and measure `113/98`, which exceeds one. -/
theorem mulliken_counterexample :
    (dimer (1 / 2)).PosDef ∧ testOrbital ⬝ᵥ dimer (1 / 2) *ᵥ testOrbital = 1 ∧
    mulliken (dimer (1 / 2)) id testOrbital 0 = 15 / 14 ∧
    mulliken (dimer (1 / 2)) id testOrbital 1 = -1 / 14 ∧
    pmMeasure (dimer (1 / 2)) id testOrbital = 113 / 98 ∧
    1 < pmMeasure (dimer (1 / 2)) id testOrbital := by
  have hk : ((√7 : ℝ)⁻¹) ^ 2 = 1 / 7 := by
    rw [inv_pow, Real.sq_sqrt (by norm_num), one_div]
  have c0 : testOrbital 0 = 3 * (√7)⁻¹ := by
    show 3 / √7 = 3 * (√7)⁻¹
    exact div_eq_mul_inv _ _
  have c1 : testOrbital 1 = -1 * (√7)⁻¹ := by
    show -1 / √7 = -1 * (√7)⁻¹
    exact div_eq_mul_inv _ _
  obtain ⟨hN, h0, h1, -⟩ := dimer_formulas (1 / 2) testOrbital
  rw [c0, c1] at hN h0 h1
  have q0 : mulliken (dimer (1 / 2)) id testOrbital 0 = 15 / 14 := by
    linear_combination h0 + 15 / 2 * hk
  have q1 : mulliken (dimer (1 / 2)) id testOrbital 1 = -1 / 14 := by
    linear_combination h1 - 1 / 2 * hk
  have hP : pmMeasure (dimer (1 / 2)) id testOrbital = 113 / 98 := by
    rw [pmMeasure, Fin.sum_univ_two, q0, q1]
    norm_num
  exact ⟨dimer_posDef _ (by rw [abs_lt]; constructor <;> norm_num),
    by linear_combination hN + 7 * hk, q0, q1, hP, by rw [hP]; norm_num⟩

/-- For two centres with overlap `|s| < 1`, the largest Pipek-Mezey measure of a normalised
orbital is `(2 - s²) / (2 (1 - s²))`. -/
theorem dimer_pm_isGreatest (s : ℝ) (hs : |s| < 1) :
    IsGreatest {m | ∃ c : Fin 2 → ℝ, c ⬝ᵥ dimer s *ᵥ c = 1 ∧ pmMeasure (dimer s) id c = m}
      ((2 - s ^ 2) / (2 * (1 - s ^ 2))) := by
  obtain ⟨hl, hr⟩ := abs_lt.mp hs
  have h1 : 0 < 2 * (1 - s ^ 2) := by nlinarith
  have root : ∀ x : ℝ, 0 < x → ∃ p : ℝ, x * p ^ 2 = 1 := fun x hx =>
    ⟨(√x)⁻¹, by rw [inv_pow, Real.sq_sqrt hx.le, mul_inv_cancel₀ hx.ne']⟩
  constructor
  · -- equal weights of the normalised symmetric and antisymmetric combinations
    obtain ⟨p, hp⟩ := root (1 + s) (by linarith)
    obtain ⟨q, hq⟩ := root (1 - s) (by linarith)
    obtain ⟨c, c0, c1⟩ : ∃ c : Fin 2 → ℝ, c 0 = (p + q) / 2 ∧ c 1 = (p - q) / 2 :=
      ⟨![(p + q) / 2, (p - q) / 2], rfl, rfl⟩
    obtain ⟨hN, -, -, hP⟩ := dimer_formulas s c
    have hN1 : c ⬝ᵥ dimer s *ᵥ c = 1 := by
      rw [hN, c0, c1]
      linear_combination hp / 2 + hq / 2
    have hpq : (1 + s) * p ^ 2 * ((1 - s) * q ^ 2) = 1 := by rw [hp, hq, mul_one]
    refine ⟨c, hN1, ?_⟩
    rw [hP, hN1, c0, c1, eq_div_iff h1.ne']
    linear_combination hpq
  · rintro m ⟨c, hc, rfl⟩
    obtain ⟨hN, -, -, hP⟩ := dimer_formulas s c
    rw [hc] at hN hP
    -- the defect of the bound is a perfect square
    have key : (1 - s ^ 2) * (c 0 ^ 2 - c 1 ^ 2) ^ 2 =
        1 - (2 * c 0 * c 1 + s * (c 0 ^ 2 + c 1 ^ 2)) ^ 2 := by
      linear_combination (-(1 + c 0 ^ 2 + c 1 ^ 2 + 2 * s * c 0 * c 1)) * hN
    rw [hP, le_div_iff₀ h1]
    nlinarith [sq_nonneg (2 * c 0 * c 1 + s * (c 0 ^ 2 + c 1 ^ 2))]

/-- For every bound `M` there are an overlap `0 < s < 1` and a normalised two-centre orbital
whose Pipek-Mezey measure exceeds `M`. -/
theorem pm_unbounded (M : ℝ) :
    ∃ s : ℝ, 0 < s ∧ s < 1 ∧ ∃ c : Fin 2 → ℝ,
      c ⬝ᵥ dimer s *ᵥ c = 1 ∧ M < pmMeasure (dimer s) id c := by
  have hM := abs_nonneg M
  obtain ⟨ε, h0, hε⟩ : ∃ ε : ℝ, 0 < ε ∧ ε * (4 * (|M| + 1)) = 1 :=
    ⟨(4 * (|M| + 1))⁻¹, by positivity, inv_mul_cancel₀ (by positivity)⟩
  have hεM : 0 ≤ ε * |M| := mul_nonneg h0.le hM
  have h1 : ε < 1 := by nlinarith
  obtain ⟨c, hc, hP⟩ :=
    (dimer_pm_isGreatest (1 - ε) (by rw [abs_lt]; constructor <;> linarith)).1
  have hd : 0 < 2 * (1 - (1 - ε) ^ 2) := by nlinarith
  refine ⟨1 - ε, by linarith, by linarith, c, hc, ?_⟩
  rw [hP, lt_div_iff₀ hd]
  nlinarith [mul_le_mul_of_nonneg_right (le_abs_self M) hd.le, mul_nonneg hεM h0.le]

end

end MullikenPipekMezey
```

```lean
#print axioms MullikenPipekMezey.two_atoms_one_lt_iff
#print axioms MullikenPipekMezey.exists_orbital_outside
#print axioms MullikenPipekMezey.mulliken_counterexample
#print axioms MullikenPipekMezey.pm_unbounded
```

```
'MullikenPipekMezey.two_atoms_one_lt_iff' depends on axioms: [propext, Classical.choice, Quot.sound]
'MullikenPipekMezey.exists_orbital_outside' depends on axioms: [propext, Classical.choice, Quot.sound]
'MullikenPipekMezey.mulliken_counterexample' depends on axioms: [propext, Classical.choice, Quot.sound]
'MullikenPipekMezey.pm_unbounded' depends on axioms: [propext, Classical.choice, Quot.sound]
```

### Remarks on the proofs

`sum_mulliken` regroups the sum over atoms with `Finset.sum_fiberwise`, and `mulliken_smul` is the $k^2$ scaling, term by term. In `two_atoms_one_lt_iff` the populations $Q_0$ and $Q_1$ are renamed `p` and `q` (unrelated to the $p,q$ of the maximiser), `key` is $P = 1 - 2Q_0Q_1$, and each direction follows from the sign of the product.

In `exists_orbital_outside` the trial vector is built from `Pi.single`. The step `hSc` is $(Sc)_\mu = S_{\mu\nu}/2$, `QA` and `QB` collapse each population to its single term, and `hneg` is the negative sign of $-S_{\mu\nu}^2/4$. Positive definiteness enters in `hN`, which gives $N>0$ and with it the factor `k` satisfying $k^2 N = 1$. In `hB` this equation is split into its two terms by `hdot`; one term is negative by `hA`, so the other exceeds one. `Finset.single_le_sum` bounds $P$ below by one square.

`dimer_formulas` collects the two-centre expressions for $N$, $Q_0$, $Q_1$ and $P$, valid for every real $s$ and every $c$. `dimer_posDef` gives the completed square to `nlinarith`, treating $x_1 = 0$ separately, where $x$ is the test vector. `mulliken_counterexample` writes the coefficients as multiples of $1/\sqrt7$ and uses `hk`, which says that the square of this number is $1/7$; the multipliers $15/2$, $-1/2$ and $7$ in the `linear_combination` calls are the populations and squared norm of the unnormalised vector $(3,-1)$. In `dimer_pm_isGreatest` the first branch takes $p$ and $q$ through the equations $(1+s)p^2 = 1$ and $(1-s)q^2 = 1$, and `hpq` is $(1-s^2)D^2 = 1$. The second branch has the perfect-square identity at $N=1$ as `key`. `pm_unbounded` takes the maximiser at $s = 1-\varepsilon$ and clears the positive denominator `hd`.

### Remarks on scope

The theorems concern one real orbital in a finite basis. The Pipek-Mezey localisation functional sums $P$ over a set of orthonormal orbitals and is optimised over rotations among them; `pmMeasure` is a single term of that sum, and no rotation or orthogonality constraint appears. The existence and maximum statements range over all normalised vectors in the span of the basis, so they do not say that an occupied orbital of a given SCF calculation reaches these values. The overlap $s$ is a free parameter and is not computed from basis functions or a geometry. The exact maximum is for two centres with one function each.

For electronic-structure output, within this single-orbital model, a Mulliken-based $P$ is not confined to $[0,1]$, and with two atoms a value above one signals a negative population. With three atoms a negative population no longer forces $P>1$: as an aside that none of the theorems covers, three populations $0.6$, $0.6$, $-0.2$ add up to one and give $P = 0.76$.
